# Stochastic shift rule for the gradient of an expectation value under $e^{-i(tV+B)}$ with $V^2=1$

A qubit starts in $|0\rangle$ and evolves for unit time under $H(t)=tX+Z$, where $X,Y,Z$ are the Pauli matrices, $\hbar=1$ and $t$ is a drive amplitude. A code needs the gradient of $\langle Y\rangle$ at $t=0$. The two-term shift rule, which evaluates $\langle Y\rangle$ at $t=\pm\pi/4$ and subtracts, returns about $-0.70$. The true derivative is $-\sin 2\approx-0.91$. The two-term rule fails because the drift $Z$ does not commute with $X$.

## The gradient as an integral over kick times

Let $V$, $B$ and $O$ be bounded operators on a complex Hilbert space with $V^2=1$, and let $H=tV+B$. For every state $\psi$,

$$\frac{d}{dt}\langle\varphi,O\varphi\rangle=\int_0^1\big(E_+(s)-E_-(s)\big)\,ds,\qquad \varphi=e^{-iH}\psi.$$

Here $E_\pm(s)=\langle\eta_\pm,O\eta_\pm\rangle$, without normalisation, for the kicked state $\eta_\pm=e^{-i(1-s)H}e^{\mp i\pi V/4}e^{-isH}\psi$. The letter $t$ is a coupling strength; the time is $s$. For Hermitian $V$, the condition $V^2=1$ means that the spectrum contains no values other than $1$ and $-1$, as for a Pauli string.

## Gradients of pulses with a drift term

Variational and pulse-level codes with bounded Hamiltonians of this form can use the rule when the drift $B$ stays on during the drive. One sample of the gradient is obtained as follows:

1. Draw $s$ uniformly from $[0,1]$.
2. Evolve under $H$ for time $s$, apply $e^{-i\pi V/4}$, evolve for time $1-s$, and measure $O$.
3. Repeat with $e^{+i\pi V/4}$ and subtract.

The expected value of a sample is the gradient, so the average over many samples estimates it. In the qubit example the kicks are quarter turns about the $x$ axis, $E_\pm(s)=\mp\cos 2(1-s)$, and the integral is $-\sin 2$. For a pulse of duration $\tau$, apply the rule to $\tau H$ and multiply the result by $\tau$.

## Duhamel's formula and two opposite kicks

Write $K=H(u)$ for a second amplitude $u$. Differentiating a state that evolves first under $K$ and then under $H$ gives

$$\frac{d}{ds}\,e^{-i(1-s)H}e^{-isK}\psi=-i\,e^{-i(1-s)H}(K-H)e^{-isK}\psi.$$

Integrating over $[0,1]$ gives $e^{-iK}\psi-e^{-iH}\psi$ on the left; this is `duhamel`. Since $K-H=(u-t)V$, dividing by $u-t$ and letting $u\to t$ yields

$$\partial_t\varphi=\int_0^1\chi(s)\,ds,\qquad \chi(s)=-i\,e^{-i(1-s)H}Ve^{-isH}\psi.$$

This is `hasDerivAt_state`. The limit may be taken under the integral because the integrand is jointly continuous (`continuous_scattered`). The product rule then gives

$$\frac{d}{dt}\langle\varphi,O\varphi\rangle=\int_0^1\big(\langle\varphi,O\chi(s)\rangle+\langle\chi(s),O\varphi\rangle\big)ds.$$

Because $V^2=1$, the even and odd terms of the exponential series sum to $e^{-i\theta V}=\cos\theta-i\sin\theta\,V$. Lean's `evolve_involution` gets this by showing that $e^{-izV}(\cos z+i\sin z\,V)$ has zero derivative and so equals $1$. The kicked state is therefore $\cos\theta\,\varphi+\sin\theta\,\chi(s)$, with expectation

$$\cos^2\!\theta\,\langle\varphi,O\varphi\rangle+\sin^2\!\theta\,\langle\chi,O\chi\rangle+\sin\theta\cos\theta\,\big(\langle\varphi,O\chi\rangle+\langle\chi,O\varphi\rangle\big).$$

Subtracting the value at $-\theta$ leaves $\sin2\theta$ times the last bracket (`kick_difference`). At $\theta=\pi/4$ the factor is $1$, and integration gives the rule. In `stochastic_shift_rule`, the local step `key` moves the integral through the inner products by real linearity.

## The Lean source

```lean
import Mathlib

open Complex

namespace StochasticShiftRule

noncomputable section

variable {E : Type*} [NormedAddCommGroup E] [InnerProductSpace ℂ E] [CompleteSpace E]

local notation "𝓛" => E →L[ℂ] E

/-- The evolution operator `exp(-isH)` of a bounded operator `H` for a time `s`. -/
def evolve (H : 𝓛) (s : ℝ) : 𝓛 := NormedSpace.exp ((s : ℂ) • ((-I) • H))

/-- The Hamiltonian `H(t) = tV + B` with control parameter `t`. -/
def hamiltonian (V B : 𝓛) (t : ℝ) : 𝓛 := (t : ℂ) • V + B

/-- The expectation `⟨φ, Oφ⟩` of `O` in the (not necessarily normalised) state `φ`. -/
def expectation (O : 𝓛) (φ : E) : ℂ := inner ℂ φ (O φ)

/-- The state `exp(-i(1-s)H) exp(-iθV) exp(-isH) ψ`: evolution under `H` for unit time,
interrupted at time `s` by a kick of angle `θ` generated by `V`. -/
def kicked (V H : 𝓛) (ψ : E) (θ s : ℝ) : E :=
  evolve H (1 - s) (evolve V θ (evolve H s ψ))

/-- The first-order amplitude `-i exp(-i(1-s)H) V exp(-isK) ψ`: evolution under `K` until
time `s`, one action of `V`, then evolution under `H`. -/
def scattered (V H K : 𝓛) (ψ : E) (s : ℝ) : E :=
  (-I) • evolve H (1 - s) (V (evolve K s ψ))

/-- The first-order amplitude is jointly continuous in the Hamiltonian `K` and the time. -/
theorem continuous_scattered (V H : 𝓛) (ψ : E) :
    Continuous fun p : 𝓛 × ℝ => scattered V H p.1 ψ p.2 := by
  let _ : NormedAlgebra ℚ 𝓛 := NormedAlgebra.restrictScalars ℚ ℂ _
  have h0 : Continuous fun p : 𝓛 × ℝ => (p.2 : ℂ) • ((-I) • p.1) :=
    (continuous_ofReal.comp continuous_snd).smul (continuous_fst.const_smul (-I))
  have h : Continuous fun p : 𝓛 × ℝ => evolve p.1 p.2 := NormedSpace.exp_continuous.comp h0
  unfold scattered
  exact ((h.comp (continuous_const.prodMk (continuous_const.sub continuous_snd))).clm_apply
    (V.continuous.comp (h.clm_apply continuous_const))).const_smul (-I)

/-- Duhamel's formula: the states evolved for unit time under `K` and under `H` differ by the
integral over `s` in `[0,1]` of `-i exp(-i(1-s)H) (K - H) exp(-isK) ψ`. -/
theorem duhamel (H K : 𝓛) (ψ : E) :
    evolve K 1 ψ - evolve H 1 ψ = ∫ s in (0 : ℝ)..1, scattered (K - H) H K ψ s := by
  -- differentiate the state that evolves under K until time s and under H afterwards
  have key : ∀ s : ℝ, HasDerivAt (fun y : ℝ => evolve H (1 - y) (evolve K y ψ))
      (scattered (K - H) H K ψ s) s := by
    intro s
    let X : 𝓛 := NormedSpace.exp ((1 - (s : ℂ)) • ((-I) • H))
    have h1 : HasDerivAt (fun z : ℂ => NormedSpace.exp ((1 - z) • ((-I) • H)))
        (-(X * ((-I) • H))) (s : ℂ) :=
      (HasDerivAt.scomp (h := fun z : ℂ => 1 - z) (s : ℂ)
        (hasDerivAt_exp_smul_const ((-I) • H) (1 - (s : ℂ)))
        ((hasDerivAt_id (s : ℂ)).const_sub 1)).congr_deriv (neg_one_smul ℂ _)
    have h2 : HasDerivAt (fun z : ℂ => NormedSpace.exp (z • ((-I) • K)) ψ)
        (((-I) • K) (NormedSpace.exp ((s : ℂ) • ((-I) • K)) ψ)) (s : ℂ) :=
      ((hasDerivAt_exp_smul_const' ((-I) • K) (s : ℂ)).clm_apply
        (hasDerivAt_const (s : ℂ) ψ)).congr_deriv (by simp)
    have h0 : HasDerivAt (fun y : ℝ => (y : ℂ)) 1 s := by
      simpa using (hasDerivAt_id s).ofReal_comp
    have e : ∀ y : ℝ, evolve H (1 - y) = NormedSpace.exp ((1 - (y : ℂ)) • ((-I) • H)) :=
      fun y => by rw [evolve, ofReal_sub, ofReal_one]
    simp only [scattered, e]
    refine (HasDerivAt.scomp (h := fun y : ℝ => (y : ℂ)) s (h1.clm_apply h2) h0).congr_deriv ?_
    rw [one_smul]
    change -(X ((-I) • H (evolve K s ψ))) + X ((-I) • K (evolve K s ψ)) =
      (-I) • X (K (evolve K s ψ) - H (evolve K s ψ))
    simp only [map_sub, map_smul]
    module
  have hc : Continuous (scattered (K - H) H K ψ) :=
    (continuous_scattered (K - H) H ψ).comp (continuous_const.prodMk continuous_id)
  rw [intervalIntegral.integral_eq_sub_of_hasDerivAt (fun s _ => key s)
    (hc.intervalIntegrable 0 1)]
  simp [evolve, NormedSpace.exp_zero]

/-- The derivative of the state `exp(-i(tV+B))ψ` in `t` is the integral over `s` in `[0,1]` of
`-i exp(-i(1-s)H) V exp(-isH) ψ` with `H = tV + B`. -/
theorem hasDerivAt_state (V B : 𝓛) (ψ : E) (t : ℝ) :
    HasDerivAt (fun u : ℝ => evolve (hamiltonian V B u) 1 ψ)
      (∫ s in (0 : ℝ)..1, scattered V (hamiltonian V B t) (hamiltonian V B t) ψ s) t := by
  let g : ℝ → ℝ → E := fun u s => scattered V (hamiltonian V B t) (hamiltonian V B u) ψ s
  have hH : Continuous fun p : ℝ × ℝ => hamiltonian V B p.1 :=
    ((continuous_ofReal.comp continuous_fst).smul continuous_const).add continuous_const
  have hg : Continuous (Function.uncurry g) :=
    (continuous_scattered V (hamiltonian V B t) ψ).comp (hH.prodMk continuous_snd)
  have hG : Continuous fun u => ∫ s in (0 : ℝ)..1, g u s :=
    intervalIntegral.continuous_parametric_intervalIntegral_of_continuous' hg 0 1
  -- Duhamel's formula gives the difference quotient exactly
  have hF : ∀ u : ℝ, evolve (hamiltonian V B u) 1 ψ - evolve (hamiltonian V B t) 1 ψ =
      (u - t) • ∫ s in (0 : ℝ)..1, g u s := by
    intro u
    have hd : hamiltonian V B u - hamiltonian V B t = ((u - t : ℝ) : ℂ) • V := by
      simp only [hamiltonian, ofReal_sub]
      module
    rw [duhamel, ← intervalIntegral.integral_smul]
    refine intervalIntegral.integral_congr (fun s _ => ?_)
    simp only [g, scattered]
    rw [hd, smul_apply, map_smul, smul_comm, Complex.coe_smul]
  rw [hasDerivAt_iff_tendsto_slope]
  refine ((hG.tendsto t).mono_left nhdsWithin_le_nhds).congr' ?_
  filter_upwards [self_mem_nhdsWithin] with u hu
  rw [slope_def_module, hF, smul_smul, inv_mul_cancel₀ (sub_ne_zero.mpr hu), one_smul]

/-- For `V² = 1` the kick is `exp(-iθV) = cos θ - i sin θ V`. -/
theorem evolve_involution (V : 𝓛) (hV : V * V = 1) (θ : ℝ) :
    evolve V θ = (Real.cos θ : ℂ) • (1 : 𝓛) + (Real.sin θ : ℂ) • ((-I) • V) := by
  have hJ : ((-I) • V) * ((-I) • V) = -1 := by
    rw [smul_mul_smul_comm, hV, neg_mul_neg, I_mul_I, neg_one_smul]
  rw [evolve, ofReal_cos, ofReal_sin]
  generalize (-I) • V = J at hJ ⊢
  -- exp(zJ) (cos z - sin z J) has zero derivative, hence equals 1
  have hd : ∀ z : ℂ, HasDerivAt (fun z : ℂ => NormedSpace.exp (z • J) *
      (Complex.cos z • (1 : 𝓛) - Complex.sin z • J)) 0 z := by
    intro z
    refine ((hasDerivAt_exp_smul_const J z).fun_mul
      (((Complex.hasDerivAt_cos z).smul_const (1 : 𝓛)).fun_sub
        ((Complex.hasDerivAt_sin z).smul_const J))).congr_deriv ?_
    have h0 : J * (Complex.cos z • (1 : 𝓛) - Complex.sin z • J) +
        ((-Complex.sin z) • (1 : 𝓛) - Complex.cos z • J) = 0 := by
      rw [mul_sub, mul_smul_comm, mul_smul_comm, hJ, mul_one]
      module
    rw [mul_assoc, ← mul_add, h0, mul_zero]
  have h1 := is_const_of_deriv_eq_zero (fun z => (hd z).differentiableAt)
    (fun z => (hd z).deriv) (θ : ℂ) 0
  simp only [zero_smul, NormedSpace.exp_zero, Complex.cos_zero, Complex.sin_zero, one_smul,
    sub_zero, mul_one] at h1
  have h2 : (Complex.cos θ • (1 : 𝓛) - Complex.sin θ • J) *
      (Complex.cos θ • (1 : 𝓛) + Complex.sin θ • J) =
      (Complex.sin θ ^ 2 + Complex.cos θ ^ 2) • (1 : 𝓛) := by
    simp only [sub_mul, mul_add, smul_mul_assoc, mul_smul_comm, one_mul, mul_one, hJ]
    module
  rw [Complex.sin_sq_add_cos_sq, one_smul] at h2
  exact left_inv_eq_right_inv h1 h2

/-- For `V² = 1`, kicks by `θ` and `-θ` at time `s` give expectations whose difference is
`sin 2θ` times the first-order response to the perturbation `V` at time `s`. -/
theorem kick_difference (V H O : 𝓛) (hV : V * V = 1) (ψ : E) (θ s : ℝ) :
    expectation O (kicked V H ψ θ s) - expectation O (kicked V H ψ (-θ) s) =
      (Real.sin (2 * θ) : ℂ) * (inner ℂ (evolve H 1 ψ) (O (scattered V H H ψ s)) +
        inner ℂ (scattered V H H ψ s) (O (evolve H 1 ψ))) := by
  let _ : NormedAlgebra ℚ 𝓛 := NormedAlgebra.restrictScalars ℚ ℂ _
  have hm : evolve H (1 - s) * evolve H s = evolve H 1 := by
    have hc : Commute (((1 - s : ℝ) : ℂ) • ((-I) • H)) ((s : ℂ) • ((-I) • H)) :=
      ((Commute.refl ((-I) • H)).smul_left _).smul_right _
    rw [evolve, evolve, evolve, ← NormedSpace.exp_add_of_commute hc, ← add_smul,
      ← ofReal_add, sub_add_cancel]
  have ha : evolve H (1 - s) (evolve H s ψ) = evolve H 1 ψ := by
    rw [← hm]
    rfl
  have hk : ∀ α : ℝ, kicked V H ψ α s =
      (Real.cos α : ℂ) • evolve H 1 ψ + (Real.sin α : ℂ) • scattered V H H ψ s := by
    intro α
    rw [kicked, scattered, evolve_involution V hV, ← ha]
    change evolve H (1 - s) ((Real.cos α : ℂ) • evolve H s ψ +
      (Real.sin α : ℂ) • ((-I) • V (evolve H s ψ))) = _
    rw [map_add, map_smul, map_smul, map_smul]
  rw [hk, hk, Real.cos_neg, Real.sin_neg, Real.sin_two_mul]
  simp only [expectation, map_add, map_smul, inner_add_left, inner_add_right,
    inner_smul_left, inner_smul_right, conj_ofReal]
  push_cast
  ring

/-- Stochastic shift rule: for `V² = 1`, the derivative of the expectation of `O` in
`exp(-i(tV+B))ψ` is the integral over `s` in `[0,1]` of `E₊(s) - E₋(s)`, the expectations
with a kick `exp(∓iπV/4)` inserted at time `s`. -/
theorem stochastic_shift_rule (V B O : 𝓛) (hV : V * V = 1) (ψ : E) (t : ℝ) :
    HasDerivAt (fun u : ℝ => expectation O (evolve (hamiltonian V B u) 1 ψ))
      (∫ s in (0 : ℝ)..1, (expectation O (kicked V (hamiltonian V B t) ψ (Real.pi / 4) s) -
        expectation O (kicked V (hamiltonian V B t) ψ (-(Real.pi / 4)) s))) t := by
  -- the first-order response is real-linear in the change of state, so it can be integrated
  have key : ∀ (a : E) (d : ℝ → E), Continuous d →
      ∫ s in (0 : ℝ)..1, (inner ℂ a (O (d s)) + inner ℂ (d s) (O a)) =
        inner ℂ a (O (∫ s in (0 : ℝ)..1, d s)) + inner ℂ (∫ s in (0 : ℝ)..1, d s) (O a) := by
    intro a d hd
    let L : E →L[ℝ] ℂ := ((innerSL ℂ a).comp O).restrictScalars ℝ +
      (conjCLE : ℂ →L[ℝ] ℂ).comp ((innerSL ℂ (O a)).restrictScalars ℝ)
    have hL : ∀ x : E, L x = inner ℂ a (O x) + inner ℂ x (O a) := by
      intro x
      rw [← inner_conj_symm x (O a)]
      rfl
    simp only [← hL]
    exact L.intervalIntegral_comp_comm (hd.intervalIntegrable 0 1)
  have h1 := hasDerivAt_state V B ψ t
  have h2 := (O.restrictScalars ℝ).hasFDerivAt.comp_hasDerivAt t h1
  have hs : Real.sin (2 * (Real.pi / 4)) = 1 := by
    rw [show 2 * (Real.pi / 4) = Real.pi / 2 by ring, Real.sin_pi_div_two]
  have hc : Continuous (scattered V (hamiltonian V B t) (hamiltonian V B t) ψ) :=
    (continuous_scattered V _ ψ).comp (continuous_const.prodMk continuous_id)
  refine (h1.inner ℂ h2).congr_deriv ?_
  simp only [kick_difference V _ O hV, hs, ofReal_one, one_mul]
  rw [key _ _ hc]
  rfl

/-- The qubit operator with matrix `!![a, b; c, d]`. -/
def qubit (a b c d : ℂ) : EuclideanSpace ℂ (Fin 2) →L[ℂ] EuclideanSpace ℂ (Fin 2) :=
  Matrix.toEuclideanCLM (n := Fin 2) (𝕜 := ℂ) !![a, b; c, d]

/-- The Pauli operators `V = X` and `B = Z` satisfy `V² = 1` and do not commute. -/
theorem stochastic_shift_rule_witness :
    qubit 0 1 1 0 * qubit 0 1 1 0 = 1 ∧
      qubit 0 1 1 0 * qubit 1 0 0 (-1) ≠ qubit 1 0 0 (-1) * qubit 0 1 1 0 := by
  constructor
  · have h : !![(0 : ℂ), 1; 1, 0] * !![(0 : ℂ), 1; 1, 0] = 1 := by
      ext i j
      fin_cases i <;> fin_cases j <;> simp [Matrix.mul_apply, Fin.sum_univ_succ]
    rw [qubit, ← map_mul, h, map_one]
  · intro h
    have h1 : !![(0 : ℂ), 1; 1, 0] * !![(1 : ℂ), 0; 0, -1] =
        !![(1 : ℂ), 0; 0, -1] * !![(0 : ℂ), 1; 1, 0] :=
      EquivLike.injective (Matrix.toEuclideanCLM (n := Fin 2) (𝕜 := ℂ))
        (by rw [map_mul, map_mul]; exact h)
    have h2 := congrArg (fun M : Matrix (Fin 2) (Fin 2) ℂ => M 0 1) h1
    norm_num [Matrix.mul_apply, Fin.sum_univ_succ] at h2

end

end StochasticShiftRule
```

```lean
#print axioms StochasticShiftRule.stochastic_shift_rule
```

```
'StochasticShiftRule.stochastic_shift_rule' depends on axioms: [propext, Classical.choice, Quot.sound]
```

## Bounded operators, ideal kicks and unnormalised states

In `stochastic_shift_rule`, `HasDerivAt` says that the expectation is differentiable at `t` with the stated integral as its derivative. The space `E` is any complex Hilbert space, so finite matrices are included and unbounded Hamiltonians are not. `evolve H s` is $e^{-isH}$, `kicked` is the interrupted evolution, and `scattered` is the first-order amplitude: $\chi(s)$ when its two Hamiltonians agree.

The only hypothesis on the operators is `hV : V * V = 1`. Hermiticity is not assumed; a device needs Hermitian $V$ and $B$ for unitary evolution, and a Hermitian $O$ for real expectations. `expectation` does not normalise, so in the unitary case divide both sides by $\|\psi\|^2$ if $\psi\neq0$ is not a unit vector.

`stochastic_shift_rule_witness` confirms that $V=X$, $B=Z$ satisfy the hypothesis without commuting.

The theorem contains no random variable and gives no variance for the sampled gradient. The step left to the user is the kick itself: it is instantaneous here, whereas a real pulse takes time, during which the drift may still act.
